# Solver error in the RIXS intermediate-state equation is at most the residual norm divided by the core-hole half-width, for Hermitian H

In resonant inelastic X-ray scattering (RIXS), let $H$ be the Hamiltonian of the core-excited states, $w$ the real detuned photon energy, meaning here the incident photon energy plus the ground-state energy, and $G>0$ the core-hole half-width, in units $\hbar=1$. The exact intermediate-state vector $x$ solves $(w+iG-H)x=b$, where the source $b$ is typically a dipole operator applied to the ground state. A solver returns a trial vector $y$ with residual $b-(w+iG-H)y$, whose norm is called $e$.

## The equation and its residual

In Lean 4 with Mathlib:

```lean
import Mathlib

open Module

namespace RIXSSolver

noncomputable section

variable {E : Type*} [NormedAddCommGroup E] [InnerProductSpace ℂ E]
```

The state space `E` is a complex inner product space, of any dimension for now.

```lean
/-- The operator `w + iG - H` of the RIXS intermediate-state equation, with detuned
photon energy `w`, core-hole half-width `G` and Hamiltonian `H`. -/
def shifted (H : E →ₗ[ℂ] E) (w G : ℝ) : E →ₗ[ℂ] E :=
  ((w : ℂ) + (G : ℂ) * Complex.I) • LinearMap.id - H
```

`shifted H w G` is the operator $w+iG-H$. The type `E →ₗ[ℂ] E` says that $H$ is a linear map defined on all of `E`. One number $G$ serves every intermediate state.

```lean
/-- The residual `b - (w + iG - H) y` of a trial vector `y`. -/
def residual (H : E →ₗ[ℂ] E) (w G : ℝ) (b y : E) : E :=
  b - shifted H w G y
```

The residual can be computed without knowing $x$.

```lean
/-- The half-width `1 / (2T)` of a core hole of lifetime `T ≠ 0`, in units `ħ = 1`. -/
def halfWidth (T : ℝ) : ℝ := 1 / (2 * T)
```

If the core-hole population decays as $e^{-t/T}$, the amplitude decays as $e^{-t/(2T)}$, which gives the half-width $G=1/(2T)$. This relation is put in as a definition.

## Detuning and broadening add in quadrature

```lean
variable {H : E →ₗ[ℂ] E} {w G : ℝ} {b x : E}

/-- For Hermitian `H`, the detuning and the broadening contribute to the norm of
`(w + iG - H) v` in quadrature. -/
theorem norm_sq_shifted (hH : H.IsSymmetric) (w G : ℝ) (v : E) :
    ‖shifted H w G v‖ ^ 2 = ‖(w : ℂ) • v - H v‖ ^ 2 + G ^ 2 * ‖v‖ ^ 2 := by
  have hsplit : shifted H w G v =
      ((w : ℂ) • v - H v) + ((G : ℂ) * Complex.I) • v := by
    simp only [shifted, LinearMap.sub_apply, LinearMap.smul_apply, LinearMap.id_apply]
    module
  -- the expectation value of the Hermitian operator w - H is real
  have hreal : (inner ℂ ((w : ℂ) • v - H v) v).im = 0 := by
    apply Complex.conj_eq_iff_im.mp
    rw [inner_conj_symm, inner_sub_left, inner_sub_right, inner_smul_left,
      inner_smul_right, Complex.conj_ofReal, hH v v]
  -- hence the cross term vanishes
  have hcross : RCLike.re
      (inner ℂ ((w : ℂ) • v - H v) (((G : ℂ) * Complex.I) • v)) = 0 := by
    rw [inner_smul_right]
    change Complex.re _ = 0
    simp only [Complex.mul_re, Complex.mul_im, Complex.ofReal_re, Complex.ofReal_im,
      Complex.I_re, Complex.I_im, hreal, mul_zero, zero_mul, sub_zero]
  have hnorm : ‖((G : ℂ) * Complex.I) • v‖ ^ 2 = G ^ 2 * ‖v‖ ^ 2 := by
    rw [norm_smul, norm_mul, Complex.norm_I, mul_one, Complex.norm_real,
      Real.norm_eq_abs, mul_pow, sq_abs]
  rw [hsplit, norm_add_sq (𝕜 := ℂ), hcross, hnorm]
  ring
```

The hypothesis `H.IsSymmetric` is Hermiticity, $\langle Hu,v\rangle=\langle u,Hv\rangle$. The theorem says
$$\|(w+iG-H)v\|^2=\|(w-H)v\|^2+G^2\|v\|^2 .$$

By hand, put $a=(w-H)v$, so that the vector on the left is $a+iGv$ (`hsplit`). Expanding the square gives
$$\|a\|^2+2\,\mathrm{Re}\,\langle a,iGv\rangle+G^2\|v\|^2 .$$
Since $w-H$ is Hermitian, $\langle a,v\rangle$ is real (`hreal`). Then $\langle a,iGv\rangle=iG\langle a,v\rangle$ is purely imaginary, and the cross term vanishes (`hcross`).

```lean
/-- For Hermitian `H`, the operator `w + iG - H` stretches every vector by at least `G`. -/
theorem mul_norm_le_norm_shifted (hH : H.IsSymmetric) (w G : ℝ) (v : E) :
    G * ‖v‖ ≤ ‖shifted H w G v‖ := by
  apply le_of_abs_le
  apply abs_le_of_sq_le_sq _ (norm_nonneg _)
  rw [norm_sq_shifted hH, mul_pow]
  exact le_add_of_nonneg_left (sq_nonneg _)
```

Dropping the non-negative detuning term leaves $G^2\|v\|^2\le\|(w+iG-H)v\|^2$. Taking roots gives $G\|v\|\le\|(w+iG-H)v\|$.

```lean
/-- In finite dimension, with `H` Hermitian and `G > 0`, the equation
`(w + iG - H) x = b` has exactly one solution. -/
theorem existsUnique_solution [FiniteDimensional ℂ E] (hH : H.IsSymmetric)
    (hG : 0 < G) (w : ℝ) (b : E) : ∃! x, shifted H w G x = b := by
  have hinj : Function.Injective (shifted H w G) := by
    refine (injective_iff_map_eq_zero (shifted H w G)).2 fun v hv => ?_
    have h := mul_norm_le_norm_shifted hH w G v
    rw [hv, norm_zero] at h
    by_contra hne
    exact not_lt_of_ge h (mul_pos hG (norm_pos_iff.mpr hne))
  obtain ⟨x, hx⟩ := LinearMap.injective_iff_surjective.mp hinj b
  exact ⟨x, hx, fun y hy => hinj (hy.trans hx.symm)⟩
```

`∃!` means "there is exactly one". If $(w+iG-H)v=0$, the previous inequality gives $G\|v\|\le 0$, so $v=0$ and the operator is injective. In finite dimension an injective linear map from a space to itself is also surjective, so a solution exists. The later theorems take a solution as given, through the hypothesis `hx`, and need no finite dimension.

## From residual to error

```lean
/-- If `x` is an exact solution, the residual norm of `y` is the norm of
`(w + iG - H) (y - x)`. -/
theorem norm_residual (hx : shifted H w G x = b) (y : E) :
    ‖residual H w G b y‖ = ‖shifted H w G (y - x)‖ := by
  rw [residual, map_sub, hx, norm_sub_rev]
```

Substituting $b=(w+iG-H)x$ turns the residual into $-(w+iG-H)(y-x)$, and the sign does not affect the norm.

```lean
/-- For Hermitian `H` and `G > 0`, the distance of any trial vector `y` from the exact
solution `x` is at most its residual norm divided by `G`. -/
theorem error_le (hH : H.IsSymmetric) (hG : 0 < G) (hx : shifted H w G x = b) (y : E) :
    ‖y - x‖ ≤ ‖residual H w G b y‖ / G := by
  rw [norm_residual hx, le_div_iff₀ hG, mul_comm]
  exact mul_norm_le_norm_shifted hH w G (y - x)
```

Setting $v=y-x$ in the lower bound gives $G\|y-x\|\le e$, hence
$$\|y-x\|\le \frac{e}{G}.$$

```lean
/-- For Hermitian `H`, `G > 0` and exact solution `x`, the error bound is an equality
exactly when the error vector satisfies `H (y - x) = w (y - x)`. -/
theorem error_eq_iff (hH : H.IsSymmetric) (hG : 0 < G) (hx : shifted H w G x = b)
    (y : E) :
    ‖y - x‖ = ‖residual H w G b y‖ / G ↔ H (y - x) = (w : ℂ) • (y - x) := by
  rw [norm_residual hx, eq_div_iff hG.ne']
  have key := norm_sq_shifted hH w G (y - x)
  constructor
  · intro h
    rw [← h] at key
    -- nothing is left for the detuning part
    have h0 : ‖(w : ℂ) • (y - x) - H (y - x)‖ ^ 2 = 0 := by linarith
    exact (sub_eq_zero.mp (norm_eq_zero.mp (pow_eq_zero_iff two_ne_zero |>.mp h0))).symm
  · intro h
    rw [h, sub_self, norm_zero] at key
    refine (sq_eq_sq₀ (by positivity) (norm_nonneg _)).mp ?_
    rw [key]
    ring
```

The symbol `↔` means "if and only if". For $v=y-x$ the quadrature identity reads $e^2=\|(w-H)v\|^2+G^2\|v\|^2$. If $e=G\|v\|$, the detuning term must be zero, so $Hv=wv$. Conversely, $Hv=wv$ removes that term and leaves $e=G\|v\|$. Equality therefore holds when the error is zero or an eigenvector of $H$ with eigenvalue $w$.

## The tolerance at resonance

```lean
/-- Let `H` be Hermitian, `G > 0` and `x` an exact solution. If `w` is an eigenvalue of
`H`, then for every `e ≥ 0` some `y` has residual norm `e` and error exactly `e / G`. -/
theorem error_bound_attained (hH : H.IsSymmetric) (hG : 0 < G)
    (hx : shifted H w G x = b) (hw : End.HasEigenvalue H (w : ℂ))
    {e : ℝ} (he : 0 ≤ e) :
    ∃ y, ‖residual H w G b y‖ = e ∧ ‖y - x‖ = e / G := by
  obtain ⟨v, hv⟩ := hw.exists_hasEigenvector
  have hvn : 0 < ‖v‖ := norm_pos_iff.mpr hv.2
  -- displace the solution along the resonant eigenvector
  have hd : ‖x + ((e / G / ‖v‖ : ℝ) : ℂ) • v - x‖ = e / G := by
    rw [add_sub_cancel_left, norm_smul, Complex.norm_real,
      Real.norm_of_nonneg (by positivity), div_mul_cancel₀ _ hvn.ne']
  have heq := (error_eq_iff hH hG hx (x + ((e / G / ‖v‖ : ℝ) : ℂ) • v)).2 (by
    rw [add_sub_cancel_left, map_smul, hv.apply_eq_smul, smul_comm])
  rw [hd] at heq
  exact ⟨_, ((div_left_inj' hG.ne').mp heq).symm, hd⟩
```

`End.HasEigenvalue H (w : ℂ)` says that $w$ is an eigenvalue of $H$. Take an eigenvector $v\neq0$ and set
$$y=x+\frac{e}{G\|v\|}\,v .$$
The error has norm $e/G$ (`hd`) and satisfies the equality condition, so the residual norm is exactly the prescribed $e$.

```lean
/-- Let `H` be Hermitian with eigenvalue `w`, `G > 0` and `x` an exact solution. A residual
tolerance `τ ≥ 0` guarantees an error of at most `δ` if and only if `τ ≤ G δ`. -/
theorem tolerance_iff (hH : H.IsSymmetric) (hG : 0 < G)
    (hx : shifted H w G x = b) (hw : End.HasEigenvalue H (w : ℂ))
    {τ : ℝ} (hτ : 0 ≤ τ) (δ : ℝ) :
    (∀ y, ‖residual H w G b y‖ ≤ τ → ‖y - x‖ ≤ δ) ↔ τ ≤ G * δ := by
  constructor
  · intro h
    obtain ⟨y, hr, hd⟩ := error_bound_attained hH hG hx hw hτ
    have h1 := h y hr.le
    rw [hd, div_le_iff₀ hG] at h1
    linarith
  · intro h y hy
    refine (error_le hH hG hx y).trans ((div_le_iff₀ hG).2 ?_)
    linarith
```

The left side says that every $y$ with residual norm at most $\tau$ has error at most $\delta$. If this holds, apply it to the $y$ just constructed with $e=\tau$: then $\tau/G\le\delta$, that is, $\tau\le G\delta$. Conversely, $\tau\le G\delta$ gives $\|y-x\|\le\tau/G\le\delta$.

Without the eigenvalue hypothesis the criterion can fail. Take $H=0$ on $\mathbb C$ with $w=G=1$. The residual norm is $|1+i|\,|y-x|=\sqrt2\,|y-x|$, so for $\delta>0$ the looser tolerance $\tau=\sqrt2\,\delta$ already guarantees an error of at most $\delta$.

```lean
/-- Let `H` be Hermitian with eigenvalue `w`, and `x` an exact solution for a core hole of
lifetime `T > 0`. A residual tolerance `τ ≥ 0` guarantees an error of at most `δ` if and
only if `τ ≤ δ / (2T)`, in units `ħ = 1`. -/
theorem tolerance_iff_lifetime {T : ℝ} (hH : H.IsSymmetric) (hT : 0 < T)
    (hx : shifted H w (halfWidth T) x = b) (hw : End.HasEigenvalue H (w : ℂ))
    {τ : ℝ} (hτ : 0 ≤ τ) (δ : ℝ) :
    (∀ y, ‖residual H w (halfWidth T) b y‖ ≤ τ → ‖y - x‖ ≤ δ) ↔ τ ≤ δ / (2 * T) := by
  have hG : 0 < halfWidth T := by
    unfold halfWidth
    positivity
  have hδ : halfWidth T * δ = δ / (2 * T) := by
    unfold halfWidth
    ring
  rw [tolerance_iff hH hG hx hw hτ δ, hδ]

end

end RIXSSolver
```

Inserting $G=1/(2T)$ turns the criterion into $\tau\le\delta/(2T)$. For RIXS simulations with a single constant width and $w$ exactly at an eigenvalue of $H$, doubling the core-hole lifetime halves the largest residual tolerance that guarantees a given absolute error in $x$. The criterion concerns the vector $x$, not the scattering intensity computed from it.

```lean
#print axioms RIXSSolver.existsUnique_solution
#print axioms RIXSSolver.error_le
#print axioms RIXSSolver.tolerance_iff_lifetime
```

```
'RIXSSolver.existsUnique_solution' depends on axioms: [propext, Classical.choice, Quot.sound]
'RIXSSolver.error_le' depends on axioms: [propext, Classical.choice, Quot.sound]
'RIXSSolver.tolerance_iff_lifetime' depends on axioms: [propext, Classical.choice, Quot.sound]
```
